# The core-polarisation relaxation factor of a cubic d band lies between 1/5 and 1/2

After a band-structure calculation for a non-magnetic transition metal whose atoms occupy sites of cubic symmetry, the core-polarisation part of the nuclear spin-lattice relaxation rate can be estimated from the d density of states at the Fermi level. The estimate splits this density between the $t_{2g}$ and $e_g$ orbitals and multiplies the squared product of coupling and density by a factor that depends only on the split.

Let $f$ be the fraction in the three $t_{2g}$ orbitals, shared equally, and $1-f$ the fraction in the two $e_g$ orbitals, also shared equally. If all five orbitals have the same core-polarisation coupling, the factor is

$$q(f)=\frac{f^2}{3}+\frac{(1-f)^2}{2}=\frac15+\frac56\left(f-\frac35\right)^2 .$$

For $0\le f\le 1$ it lies in $[1/5,1/2]$. It equals $1/5$ only at $f=3/5$, where all five orbitals have equal shares of the density, and $1/2$ only at $f=0$, where the density is purely $e_g$.

## Where a relaxation code uses the factor

In a rate computed from non-interacting band electrons, the bounds limit what the orbital split can do: at fixed coupling and total d density, it changes the core-polarisation part by at most a factor of $5/2$. A computed $q$ outside the interval points to a wrong fraction or a wrong normalisation.

The formula can also be inverted, to infer $f$ from $q$. For $q>1/3$ there is only one solution with $f\le1$. For $1/5<q\le1/3$, both $f$ and $6/5-f$ are admissible, so a root finder needs further information to choose between them.

## From pairs of orbitals to a parabola

Let $A_{ij}$ be the hyperfine coupling between orbitals $i$ and $j$, and $\rho_i$ the Fermi-level density in orbital $i$. The relaxation sum is $\sum_{i,j}A_{ij}^2\rho_i\rho_j$.

A d-electron spin polarises the inner s shells, and their spin density at the nucleus produces a contact field. Because the s shells are spherical, this coupling does not mix different d orbitals. The model also gives it one strength $a$ for every orbital, so $A_{ij}=a\,\delta_{ij}$. With $\rho_i=Nw_i$, where $N$ is the total d density and $w_i$ are the orbital fractions,

$$\sum_{i,j}a^2\delta_{ij}N^2w_iw_j=(aN)^2\sum_i w_i^2 .$$

The last sum is the factor $q$. For $n$ orbitals with $\sum_i w_i=1$,

$$\sum_i\left(w_i-\frac1n\right)^2=q-\frac2n+\frac1n=q-\frac1n .$$

Hence $q\ge1/n$, with equality only for equal fractions.

In the cubic case the fractions are $f/3$, three times, and $(1-f)/2$, twice. They sum to one, and

$$q=3\left(\frac f3\right)^2+2\left(\frac{1-f}2\right)^2=\frac12-f+\frac56f^2 .$$

Completing the square gives the form stated at the start, and with it the minimum. For the maximum,

$$\frac12-q=\frac56\,f\left(\frac65-f\right),$$

which is non-negative on $[0,1]$ and vanishes there only at $f=0$. Since $q$ is continuous and falls from $1/2$ to $1/5$ between $f=0$ and $f=3/5$, every value in the interval occurs.

For the inverse problem, suppose that $q(f)=q(g)$. Then $(f-g)(f+g-6/5)=0$. If $g=6/5-f$ and both are at most 1, then $1/5\le f\le1$, and

$$\frac13-q(f)=\frac56\left(f-\frac15\right)(1-f)\ge0 .$$

A factor above $1/3$ therefore leaves only $f=g$.

The form of the coupling matrix deserves care. Filling every entry with $a$, instead of only the diagonal, gives $(aN)^2(\sum_i w_i)^2=(aN)^2$, and the dependence on the orbital split disappears.

## The Lean source

```lean
import Mathlib

open Finset

namespace CorePolarisationRelaxation

noncomputable section

variable {ι : Type*} [Fintype ι]

/-- The relaxation sum over pairs of orbitals: squared hyperfine couplings `A i j`, weighted by
the Fermi-level densities of states `ρ i` and `ρ j`. -/
def pairRate (A : Matrix ι ι ℝ) (ρ : ι → ℝ) : ℝ :=
  ∑ i, ∑ j, A i j ^ 2 * ρ i * ρ j

/-- The core-polarisation relaxation factor: the sum of the squared orbital fractions `w i`. -/
def cpFactor (w : ι → ℝ) : ℝ := ∑ i, w i ^ 2

/-- Orbital fractions of a cubic d band: `f` is shared equally by three t2g orbitals and
`1 - f` by two eg orbitals. -/
def cubicFraction (f : ℝ) : Fin 3 ⊕ Fin 2 → ℝ :=
  Sum.elim (fun _ => f / 3) (fun _ => (1 - f) / 2)

/-- If every orbital couples only to itself, with the same strength `a`, the relaxation sum for
orbital densities `N * w i` is `(a * N) ^ 2` times the core-polarisation factor. -/
theorem pairRate_corePolarisation [DecidableEq ι] (a N : ℝ) (w : ι → ℝ) :
    pairRate (a • (1 : Matrix ι ι ℝ)) (fun i => N * w i) = (a * N) ^ 2 * cpFactor w := by
  -- only the diagonal term survives in the inner sum
  have h : ∀ i, ∑ j, ((a • (1 : Matrix ι ι ℝ)) i j) ^ 2 * (N * w i) * (N * w j)
      = (a * N) ^ 2 * w i ^ 2 := by
    intro i
    rw [Finset.sum_eq_single i]
    · simp only [Matrix.smul_apply, Matrix.one_apply_eq, smul_eq_mul]
      ring
    · intro j _ hj
      simp [Matrix.one_apply_ne (Ne.symm hj)]
    · intro hi
      exact absurd (Finset.mem_univ i) hi
  simp only [pairRate, cpFactor, Finset.mul_sum]
  exact Finset.sum_congr rfl fun i _ => h i

/-- For orbital fractions that sum to one, the summed squared deviation from equal fractions is the
core-polarisation factor minus the inverse number of orbitals. -/
theorem sum_sq_deviation (w : ι → ℝ) (hw : ∑ i, w i = 1) :
    ∑ i, (w i - 1 / (Fintype.card ι : ℝ)) ^ 2 = cpFactor w - 1 / (Fintype.card ι : ℝ) := by
  -- normalisation excludes an empty set of orbitals
  have hn : (Fintype.card ι : ℝ) ≠ 0 := by
    intro h
    have : IsEmpty ι := Fintype.card_eq_zero_iff.mp (by exact_mod_cast h)
    simp at hw
  have h1 : ∀ i, (w i - 1 / (Fintype.card ι : ℝ)) ^ 2
      = w i ^ 2 - (2 / (Fintype.card ι : ℝ)) * w i + (1 / (Fintype.card ι : ℝ)) ^ 2 := by
    intro i
    ring
  have h2 : (Fintype.card ι : ℝ) * (1 / (Fintype.card ι : ℝ)) ^ 2
      = 1 / (Fintype.card ι : ℝ) := by
    field_simp
  simp only [h1, Finset.sum_add_distrib, Finset.sum_sub_distrib, ← Finset.mul_sum, hw,
    Finset.sum_const, Finset.card_univ, nsmul_eq_mul, cpFactor]
  linear_combination h2

/-- For orbital fractions that sum to one, the core-polarisation factor is at least the inverse
number of orbitals, with equality exactly when all fractions are equal. -/
theorem inv_card_le_cpFactor (w : ι → ℝ) (hw : ∑ i, w i = 1) :
    1 / (Fintype.card ι : ℝ) ≤ cpFactor w ∧
      (cpFactor w = 1 / (Fintype.card ι : ℝ) ↔ ∀ i, w i = 1 / (Fintype.card ι : ℝ)) := by
  have h := sum_sq_deviation w hw
  refine ⟨?_, ?_, ?_⟩
  · have hpos : 0 ≤ ∑ i, (w i - 1 / (Fintype.card ι : ℝ)) ^ 2 :=
      Finset.sum_nonneg fun i _ => sq_nonneg _
    linarith
  · intro hq i
    -- a vanishing sum of squares has only vanishing terms
    have h0 : ∑ i, (w i - 1 / (Fintype.card ι : ℝ)) ^ 2 = 0 := by
      rw [h, hq, sub_self]
    have hi := (Finset.sum_eq_zero_iff_of_nonneg (fun i _ => sq_nonneg _)).mp h0 i
      (Finset.mem_univ i)
    exact sub_eq_zero.mp ((pow_eq_zero_iff two_ne_zero).mp hi)
  · intro hu
    have h0 : ∑ i, (w i - 1 / (Fintype.card ι : ℝ)) ^ 2 = 0 :=
      Finset.sum_eq_zero fun i _ => by
        rw [hu i]
        ring
    linarith

/-- The orbital fractions of the cubic d band sum to one. -/
theorem cubicFraction_sum (f : ℝ) : ∑ i, cubicFraction f i = 1 := by
  simp only [cubicFraction, Fintype.sum_sum_type, Sum.elim_inl, Sum.elim_inr,
    Finset.sum_const, Finset.card_univ, Fintype.card_fin, nsmul_eq_mul]
  push_cast
  ring

/-- The core-polarisation factor of the cubic d band is `f² / 3 + (1 - f)² / 2`. -/
theorem cpFactor_cubic (f : ℝ) :
    cpFactor (cubicFraction f) = f ^ 2 / 3 + (1 - f) ^ 2 / 2 := by
  simp only [cpFactor, cubicFraction, Fintype.sum_sum_type, Sum.elim_inl, Sum.elim_inr,
    Finset.sum_const, Finset.card_univ, Fintype.card_fin, nsmul_eq_mul]
  push_cast
  ring

/-- The cubic core-polarisation factor is a parabola in the t2g fraction `f`, with its vertex
at `f = 3/5`. -/
theorem cpFactor_cubic_square (f : ℝ) :
    cpFactor (cubicFraction f) = 1 / 5 + 5 / 6 * (f - 3 / 5) ^ 2 := by
  rw [cpFactor_cubic]
  ring

/-- For a t2g fraction `f` between 0 and 1, the core-polarisation factor of a cubic d band lies
between 1/5 and 1/2; it is 1/5 only at `f = 3/5` and 1/2 only at `f = 0`. -/
theorem cpFactor_cubic_bounds {f : ℝ} (h0 : 0 ≤ f) (h1 : f ≤ 1) :
    cpFactor (cubicFraction f) ∈ Set.Icc (1 / 5 : ℝ) (1 / 2) ∧
      (cpFactor (cubicFraction f) = 1 / 5 ↔ f = 3 / 5) ∧
      (cpFactor (cubicFraction f) = 1 / 2 ↔ f = 0) := by
  have hs := cpFactor_cubic_square f
  refine ⟨⟨?_, ?_⟩, ⟨?_, ?_⟩, ⟨?_, ?_⟩⟩
  · nlinarith [sq_nonneg (f - 3 / 5)]
  · nlinarith [mul_nonneg h0 (sub_nonneg.2 h1)]
  · intro h
    have hsq : (f - 3 / 5) ^ 2 = 0 := by linarith
    have hz := (pow_eq_zero_iff two_ne_zero).mp hsq
    linarith
  · intro h
    rw [hs, h]
    norm_num
  · intro h
    -- the other root, f = 6/5, is not a fraction
    have hp : f * (6 / 5 - f) = 0 := by
      linear_combination (-6 / 5) * h + (6 / 5) * hs
    rcases mul_eq_zero.mp hp with hf | hf
    · exact hf
    · linarith
  · intro h
    rw [hs, h]
    norm_num

/-- As the t2g fraction runs from 0 to 1, the core-polarisation factor takes exactly the values
from 1/5 to 1/2. -/
theorem cpFactor_cubic_range :
    (fun f : ℝ => cpFactor (cubicFraction f)) '' Set.Icc 0 1 = Set.Icc (1 / 5) (1 / 2) := by
  apply Set.Subset.antisymm
  · rintro _ ⟨f, ⟨h0, h1⟩, rfl⟩
    exact (cpFactor_cubic_bounds h0 h1).1
  · intro q hq
    -- the descending branch from f = 0 to f = 3/5 already covers the interval
    have hc : ContinuousOn (fun f : ℝ => 1 / 5 + 5 / 6 * (f - 3 / 5) ^ 2)
        (Set.Icc 0 (3 / 5)) := Continuous.continuousOn (by fun_prop)
    have hm : q ∈ Set.Icc (1 / 5 + 5 / 6 * ((3 / 5 : ℝ) - 3 / 5) ^ 2)
        (1 / 5 + 5 / 6 * ((0 : ℝ) - 3 / 5) ^ 2) :=
      ⟨le_of_eq_of_le (by norm_num) hq.1, le_of_le_of_eq hq.2 (by norm_num)⟩
    obtain ⟨f, hf, hfq⟩ := intermediate_value_Icc' (by norm_num : (0 : ℝ) ≤ 3 / 5) hc hm
    exact ⟨f, ⟨hf.1, by linarith [hf.2]⟩, (cpFactor_cubic_square f).trans hfq⟩

/-- A core-polarisation factor above 1/3 determines the t2g fraction: two fractions, neither
above 1, that give the same such factor are equal. -/
theorem fraction_unique_of_factor {f g : ℝ} (hf : f ≤ 1) (hg : g ≤ 1)
    (hq : 1 / 3 < cpFactor (cubicFraction f))
    (hfg : cpFactor (cubicFraction f) = cpFactor (cubicFraction g)) : f = g := by
  rw [cpFactor_cubic_square] at hq
  rw [cpFactor_cubic_square, cpFactor_cubic_square] at hfg
  have hp : (f - g) * (f + g - 6 / 5) = 0 := by
    linear_combination (6 / 5) * hfg
  rcases mul_eq_zero.mp hp with h | h
  · linarith
  · -- the mirror solution would force f between 1/5 and 1, where the factor is at most 1/3
    have hlow : 0 ≤ f - 1 / 5 := by linarith
    nlinarith [mul_nonneg hlow (sub_nonneg.2 hf)]

end

end CorePolarisationRelaxation
```

```lean
#print axioms CorePolarisationRelaxation.cubicFraction_sum
#print axioms CorePolarisationRelaxation.cpFactor_cubic_bounds
#print axioms CorePolarisationRelaxation.cpFactor_cubic_range
#print axioms CorePolarisationRelaxation.fraction_unique_of_factor
```

```
'CorePolarisationRelaxation.cubicFraction_sum' depends on axioms: [propext, Classical.choice, Quot.sound]
'CorePolarisationRelaxation.cpFactor_cubic_bounds' depends on axioms: [propext, Classical.choice, Quot.sound]
'CorePolarisationRelaxation.cpFactor_cubic_range' depends on axioms: [propext, Classical.choice, Quot.sound]
'CorePolarisationRelaxation.fraction_unique_of_factor' depends on axioms: [propext, Classical.choice, Quot.sound]
```

## What the theorems say about the metal

The type `ι` is any finite set of orbitals. `pairRate` is the double sum over couplings `A` and densities `ρ`; despite its name it is not a full rate, since temperature, nuclear constants and spin conventions are left in a prefactor. `cpFactor` is $q$ for arbitrary fractions `w`. `cubicFraction f` lives on `Fin 3 ⊕ Fin 2`, with the $t_{2g}$ orbitals on the left and the $e_g$ orbitals on the right.

`pairRate_corePolarisation` derives the factor from the coupling `a • 1`; `Finset.sum_eq_single` keeps the diagonal term of the inner sum. `sum_sq_deviation` expands the squares, and `inv_card_le_cpFactor` reads off the bound and its equality case, because a vanishing sum of squares has only vanishing terms. Both assume normalisation but not positive fractions.

`cubicFraction_sum` checks the normalisation of the cubic fractions. `cpFactor_cubic` and `cpFactor_cubic_square` supply the two forms of the parabola. In `cpFactor_cubic_bounds`, `nlinarith` obtains the lower bound from the square and the upper one from $f(1-f)\ge0$; the maximum is then located by the factorisation above. `cpFactor_cubic_range` applies the intermediate value theorem on $[0,3/5]$, and `fraction_unique_of_factor` excludes the mirror solution.

The uniqueness of the maximum needs an upper limit on $f$: at $f=6/5$ the factor is again $1/2$. Any limit below $6/5$ would do, and the physical condition $f\le1$ provides one.

The step from the metal to this model is the reduction of a golden-rule sum over pairs of Fermi-surface states to `pairRate`. It relies on an orbital density matrix that is diagonal, as full cubic site symmetry ensures for a d shell without spin-orbit coupling. It also takes this matrix to be the same for both spin directions, as in a non-magnetic metal. That reduction and the common value of $a$ are assumptions. Contact, orbital and dipolar relaxation, as well as exchange enhancement, need separate treatment.

At a site of lower symmetry the fractions within the $t_{2g}$ set or within the $e_g$ set may differ. The lower bound $1/5$ still holds for five normalised fractions, but the upper bound does not: with all the density in one orbital, the factor is 1.
